# Spin contamination from idempotent density matrices and Wick factorization

After an unrestricted Hartree–Fock calculation, one compares the reported \(\langle S^2\rangle\) with \(m(m+1)\), where \(m\) is half the difference between the numbers of up and down electrons, \(m=\tfrac12(N_\uparrow-N_\downarrow)\), and up is the majority spin. For a single determinant with separate up and down orbitals, both numbers follow from the two one-particle density matrices, and their difference is a sum of squares.

## The excess over m(m+1) as a squared norm

Let \(c_{i\sigma}\) annihilate an electron of spin \(\sigma\) in orthonormal orbital \(i\), with the canonical anticommutation relations (CAR). Write \(\omega\) for the expectation value, with \(\omega(1)=1\), and set

\[
P_{ij}=\omega(c^\dagger_{i\uparrow}c_{j\uparrow}),\qquad Q_{ij}=\omega(c^\dagger_{i\downarrow}c_{j\downarrow}),\qquad m=\tfrac12(\operatorname{tr}P-\operatorname{tr}Q).
\]

Assume that \(P\) and \(Q\) are Hermitian and idempotent, that \(\omega(c^\dagger_{i\sigma}c_{j\tau})=0\) for \(\sigma\neq\tau\), and that, with \(p,q,r,s\) labelling spin orbitals,

\[
\omega(c_p^\dagger c_q c_r^\dagger c_s)=\omega(c_p^\dagger c_q)\,\omega(c_r^\dagger c_s)+\omega(c_p^\dagger c_s)\,\omega(c_q c_r^\dagger).
\]

The claim is

\[
\langle S^2\rangle=m(m+1)+\operatorname{tr}Q-\operatorname{tr}(PQ)=m(m+1)+\sum_{ij}|(Q-PQ)_{ij}|^2 .
\]

**Ladder form.** Let \(S_+=\sum_i c^\dagger_{i\uparrow}c_{i\downarrow}\), \(S_-=\sum_i c^\dagger_{i\downarrow}c_{i\uparrow}\) and \(N_\sigma=\sum_i c^\dagger_{i\sigma}c_{i\sigma}\). With \(\hbar=1\), \(S_x=\frac12(S_++S_-)\), \(S_y=-\frac i2(S_+-S_-)\) and \(S_z=\frac12(N_\uparrow-N_\downarrow)\). Moving \(c_q\) past \(c_r^\dagger\) gives

\[
c_p^\dagger c_q c_r^\dagger c_s=\delta_{qr}c_p^\dagger c_s-c_p^\dagger c_r^\dagger c_q c_s .
\]

In the opposite product the four-operator term is the same, after two sign changes, so

\[
[c_p^\dagger c_q,c_r^\dagger c_s]=\delta_{qr}c_p^\dagger c_s-\delta_{sp}c_r^\dagger c_q .
\]

Summing over orbitals gives \([S_+,S_-]=2S_z\). Therefore

\[
S^2=\tfrac12(S_+S_-+S_-S_+)+S_z^2=S_-S_++S_z^2+S_z .
\]

**Expectation values.** The CAR give \(\omega(c_qc_r^\dagger)=\delta_{qr}-\omega(c_r^\dagger c_q)\). In \(\langle S_-S_+\rangle\) the direct term vanishes because it mixes spins, leaving

\[
\langle S_-S_+\rangle=\sum_{ij}Q_{ij}(\delta_{ij}-P_{ji})=\operatorname{tr}Q-\operatorname{tr}(PQ).
\]

In \(\langle N_\sigma N_\tau\rangle\) the exchange term vanishes by spin if \(\sigma\ne\tau\). If \(\sigma=\tau\) it is \(\operatorname{tr}D-\operatorname{tr}D^2=0\), with \(D\) the density block of that spin. Hence \(\langle N_\sigma N_\tau\rangle=\langle N_\sigma\rangle\langle N_\tau\rangle\), so \(\langle S_z^2\rangle=m^2\). With \(\langle S_z\rangle=m\), the first formula follows.

**Sign of the excess.** Put \(X=Q-PQ\). Then

\[
X^\dagger X=(Q-QP)(Q-PQ)=Q-2QPQ+QP^2Q=Q-QPQ,
\]

whose trace is \(\operatorname{tr}Q-\operatorname{tr}(PQ)\), since \(\operatorname{tr}(QPQ)=\operatorname{tr}(PQ^2)\). It also equals \(\sum_{ij}|X_{ij}|^2\ge0\). Because \(m\) is real, \(\langle S^2\rangle\) is real and at least \(m(m+1)\), with equality exactly when \(PQ=Q\): the occupied down orbitals lie in the span of the occupied up orbitals.

## Operators and states in Lean

The finite type `ι` labels the orbitals, and `A` is any complex algebra with a star operation, which plays the role of the adjoint.

```lean
import Mathlib

open Matrix

namespace SpinContamination

noncomputable section

variable {ι A : Type*} [Fintype ι] [DecidableEq ι] [Ring A] [StarRing A] [Algebra ℂ A]
```

A spin orbital is a pair in `ι × Bool`, with `true` for up. The Kronecker delta in `mixed` fixes an orthonormal basis; density matrices from an overlapping atomic basis have to be transformed to an orthonormal one before the formulas apply as written here.

```lean
/-- Canonical anticommutation relations for annihilators `c (i, σ)`, where `true` is spin up
and `false` is spin down; the creators are `star (c (i, σ))`. -/
structure IsCAR (c : ι × Bool → A) : Prop where
  anti : ∀ p q, c p * c q + c q * c p = 0
  mixed : ∀ p q, c p * star (c q) + star (c q) * c p = if p = q then 1 else 0
```

`transfer c true false` is \(S_+\), `transfer c false true` is \(S_-\), and equal spin arguments give \(N_\sigma\).

```lean
/-- The sum over orbitals `i` of the one-body operators `star (c (i, σ)) * c (i, τ)`, each of which
replaces an electron of spin `τ` in orbital `i` by one of spin `σ`. -/
def transfer (c : ι × Bool → A) (σ τ : Bool) : A := ∑ i, star (c (i, σ)) * c (i, τ)

/-- The x component of the total spin. -/
def spinX (c : ι × Bool → A) : A :=
  (1 / 2 : ℂ) • (transfer c true false + transfer c false true)

/-- The y component of the total spin. -/
def spinY (c : ι × Bool → A) : A :=
  (-Complex.I / 2 : ℂ) • (transfer c true false - transfer c false true)

/-- The z component of the total spin. -/
def spinZ (c : ι × Bool → A) : A :=
  (1 / 2 : ℂ) • (transfer c true true - transfer c false false)

/-- The square of the total spin. -/
def spinSq (c : ι × Bool → A) : A :=
  spinX c * spinX c + spinY c * spinY c + spinZ c * spinZ c
```

The blocks \(P\) and \(Q\) are `density c ω true` and `density c ω false`. The number \(m\) is complex by type.

```lean
/-- The one-particle density matrix of the electrons with spin `σ`. -/
def density (c : ι × Bool → A) (ω : A →ₗ[ℂ] ℂ) (σ : Bool) : Matrix ι ι ℂ :=
  Matrix.of fun i j => ω (star (c (i, σ)) * c (j, σ))

/-- Half the difference between the numbers of up and down electrons. -/
def spinM (c : ι × Bool → A) (ω : A →ₗ[ℂ] ℂ) : ℂ :=
  (trace (density c ω true) - trace (density c ω false)) / 2
```

The next structure collects the assumptions on the state. `wick` says that electrons are correlated only through exchange, `spin_diag` that no orbital mixes up and down, and `herm` with `idem` that, for each spin separately, the orbitals of a suitable basis are either filled or empty. Determinants with separate up and down orbitals have these properties, but here they are hypotheses. Correlated states, fractional occupations and spin-mixed orbitals are not covered. Neither positivity of `ω` nor energy minimisation is required.

```lean
/-- A normalized functional with Wick factorization whose density matrix is diagonal in spin,
with Hermitian idempotent blocks. -/
structure IsUHFState (c : ι × Bool → A) (ω : A →ₗ[ℂ] ℂ) : Prop where
  norm : ω 1 = 1
  wick : ∀ p q r s, ω (star (c p) * c q * (star (c r) * c s)) =
    ω (star (c p) * c q) * ω (star (c r) * c s) + ω (star (c p) * c s) * ω (c q * star (c r))
  spin_diag : ∀ i j σ τ, σ ≠ τ → ω (star (c (i, σ)) * c (j, τ)) = 0
  herm : ∀ σ, (density c ω σ).IsHermitian
  idem : ∀ σ, density c ω σ * density c ω σ = density c ω σ
```

## From the commutator to the mean squared spin

Inside the first proof, `pair` is the commutator of two one-body operators. `noncomm_ring` does the reordering, with `k1` and `k2` supplying the two sign changes.

```lean
variable {c : ι × Bool → A} {ω : A →ₗ[ℂ] ℂ}

omit [Algebra ℂ A] in
/-- The commutator of the spin raising and lowering operators is the number of up electrons
minus the number of down electrons. -/
theorem ladder_commutator (h : IsCAR c) :
    transfer c true false * transfer c false true - transfer c false true * transfer c true false
      = transfer c true true - transfer c false false := by
  -- the commutator of two elementary one-body operators is again one-body
  have pair : ∀ p q r s : ι × Bool,
      star (c p) * c q * (star (c r) * c s) - star (c r) * c s * (star (c p) * c q) =
      (if q = r then star (c p) * c s else 0) - (if s = p then star (c r) * c q else 0) := by
    intro p q r s
    have h4 : star (c p) * star (c r) + star (c r) * star (c p) = 0 := by
      have := congrArg star (h.anti r p)
      simpa only [star_add, star_mul, star_zero] using this
    have e1 : (if q = r then star (c p) * c s else 0) =
        star (c p) * (c q * star (c r) + star (c r) * c q) * c s := by
      rw [h.mixed q r]; split_ifs <;> simp
    have e2 : (if s = p then star (c r) * c q else 0) =
        star (c r) * (c s * star (c p) + star (c p) * c s) * c q := by
      rw [h.mixed s p]; split_ifs <;> simp
    have k1 : (star (c p) * star (c r) + star (c r) * star (c p)) * (c q * c s) = 0 := by
      rw [h4, zero_mul]
    have k2 : star (c r) * star (c p) * (c q * c s + c s * c q) = 0 := by
      rw [h.anti q s, mul_zero]
    rw [e1, e2]
    linear_combination (norm := noncomm_ring) k2 - k1
  have e1 : transfer c true false * transfer c false true = ∑ i, ∑ j,
      star (c (i, true)) * c (i, false) * (star (c (j, false)) * c (j, true)) := by
    simp only [transfer, Finset.sum_mul_sum]
  have e2 : transfer c false true * transfer c true false = ∑ i, ∑ j,
      star (c (j, false)) * c (j, true) * (star (c (i, true)) * c (i, false)) := by
    simp only [transfer, Finset.sum_mul_sum]
    exact Finset.sum_comm
  rw [e1, e2]
  simp only [← Finset.sum_sub_distrib, pair]
  simp [transfer, Finset.sum_sub_distrib]
```

The ladder form follows by expanding \(S_x^2+S_y^2\) and substituting the commutator for \(S_z\).

```lean
/-- The squared spin equals lowering times raising, plus the square of the z component,
plus the z component. -/
theorem spinSq_eq_ladder (h : IsCAR c) :
    spinSq c = transfer c false true * transfer c true false + spinZ c * spinZ c + spinZ c := by
  have hI : (-Complex.I / 2) * (-Complex.I / 2) = (-1 / 4 : ℂ) := by
    linear_combination (1 / 4 : ℂ) * Complex.I_mul_I
  have hxy : spinX c * spinX c + spinY c * spinY c =
      (1 / 2 : ℂ) • (transfer c true false * transfer c false true
        + transfer c false true * transfer c true false) := by
    simp only [spinX, spinY, smul_mul_smul_comm, hI, mul_add, add_mul, mul_sub, sub_mul]
    module
  have hz : spinZ c = (1 / 2 : ℂ) • (transfer c true false * transfer c false true
      - transfer c false true * transfer c true false) := by
    rw [ladder_commutator h, spinZ]
  rw [spinSq, hxy]
  linear_combination (norm := module) -hz
```

In the next two proofs, `con` is the rule for \(\omega(c_qc_r^\dagger)\). The first evaluates \(\langle S_-S_+\rangle\), with `z` removing the direct term.

```lean
/-- Wick factorization gives the mean of lowering times raising as `tr Q - tr (P Q)`. -/
theorem mean_lower_raise (h : IsCAR c) (hω : IsUHFState c ω) :
    ω (transfer c false true * transfer c true false) =
      trace (density c ω false) - trace (density c ω true * density c ω false) := by
  have con : ∀ q r, ω (c q * star (c r)) =
      (if q = r then 1 else 0) - ω (star (c r) * c q) := by
    intro q r
    have := congrArg ω (h.mixed q r)
    rw [map_add] at this
    rw [eq_sub_iff_add_eq, this]
    split_ifs <;> simp [hω.norm]
  have z : ∀ i j, ω (star (c (i, false)) * c (j, true)) = 0 :=
    fun i j => hω.spin_diag i j _ _ (by decide)
  rw [Matrix.trace_mul_comm]
  simp only [transfer, Finset.sum_mul_sum, map_sum, hω.wick, con]
  simp [z, Matrix.trace, Matrix.mul_apply, density, mul_sub, Finset.sum_sub_distrib]
```

The second separates off the exchange sum in `split`, then treats equal and unequal spins in turn.

```lean
/-- The mean of a product of two spin-resolved electron numbers is the product of their means. -/
theorem mean_number_number (h : IsCAR c) (hω : IsUHFState c ω) (σ τ : Bool) :
    ω (transfer c σ σ * transfer c τ τ) =
      trace (density c ω σ) * trace (density c ω τ) := by
  have con : ∀ q r, ω (c q * star (c r)) =
      (if q = r then 1 else 0) - ω (star (c r) * c q) := by
    intro q r
    have := congrArg ω (h.mixed q r)
    rw [map_add] at this
    rw [eq_sub_iff_add_eq, this]
    split_ifs <;> simp [hω.norm]
  have split : ω (transfer c σ σ * transfer c τ τ) =
      trace (density c ω σ) * trace (density c ω τ) +
      ∑ i, ∑ j, ω (star (c (i, σ)) * c (j, τ)) *
        ((if (i, σ) = (j, τ) then 1 else 0) - ω (star (c (j, τ)) * c (i, σ))) := by
    simp only [transfer, Finset.sum_mul_sum, map_sum, hω.wick, con, Finset.sum_add_distrib,
      Matrix.trace, Matrix.diag_apply, density, Matrix.of_apply]
  -- the exchange term vanishes by idempotency or by spin
  have t := congrArg trace (hω.idem σ)
  simp only [Matrix.trace, Matrix.diag_apply, Matrix.mul_apply, density, Matrix.of_apply] at t
  rw [split]
  obtain rfl | hne := eq_or_ne σ τ
  · simp [mul_sub, Finset.sum_sub_distrib, t]
  · simp [hω.spin_diag _ _ σ τ hne]
```

The formula for \(\langle S^2\rangle\) adds the three means; `hzz` is \(\langle S_z^2\rangle=m^2\).

```lean
/-- The mean squared spin is `m (m + 1) + tr Q - tr (P Q)`, with `P` and `Q` the up and down
density matrices. -/
theorem mean_spinSq (h : IsCAR c) (hω : IsUHFState c ω) :
    ω (spinSq c) = spinM c ω * (spinM c ω + 1) + trace (density c ω false)
      - trace (density c ω true * density c ω false) := by
  have hz : ω (spinZ c) = spinM c ω := by
    simp only [spinZ, spinM, transfer, density, map_smul, map_sub, map_sum, Matrix.trace,
      Matrix.diag_apply, Matrix.of_apply, smul_eq_mul]
    ring
  have hsq : spinZ c * spinZ c = (1 / 4 : ℂ) •
      (transfer c true true * transfer c true true - transfer c true true * transfer c false false
      - transfer c false false * transfer c true true
      + transfer c false false * transfer c false false) := by
    simp only [spinZ, smul_mul_smul_comm, mul_sub, sub_mul]
    module
  have hzz : ω (spinZ c * spinZ c) = spinM c ω * spinM c ω := by
    rw [hsq]
    simp only [map_smul, map_add, map_sub, mean_number_number h hω, smul_eq_mul, spinM]
    ring
  rw [spinSq_eq_ladder h, map_add, map_add, mean_lower_raise h hω, hzz, hz]
  ring
```

## The bound and its equality case

Here `hX` computes \(X^\dagger X\) and `ht` is the cyclic trace step. Hermiticity enters only now.

```lean
/-- The excess of the mean squared spin over `m (m + 1)` is the sum of the squared moduli of
the entries of `Q - P Q`. -/
theorem contamination_eq (h : IsCAR c) (hω : IsUHFState c ω) :
    ω (spinSq c) = spinM c ω * (spinM c ω + 1) + ((∑ i, ∑ j,
      ‖(density c ω false - density c ω true * density c ω false) i j‖ ^ 2 : ℝ) : ℂ) := by
  rw [mean_spinSq h hω, add_sub_assoc]
  congr 1
  have hP := hω.herm true
  have hQ := hω.herm false
  have hp := hω.idem true
  have hq := hω.idem false
  generalize density c ω true = P at *
  generalize density c ω false = Q at *
  have hX : (Q - P * Q)ᴴ * (Q - P * Q) = Q - Q * P * Q := by
    rw [conjTranspose_sub, conjTranspose_mul, hP.eq, hQ.eq]
    calc (Q - Q * P) * (Q - P * Q)
        = Q * Q - Q * P * Q - Q * P * Q + Q * (P * P) * Q := by noncomm_ring
      _ = Q - Q * P * Q := by rw [hp, hq]; abel
  have ht : trace (Q * P * Q) = trace (P * Q) := by
    rw [Matrix.trace_mul_comm (Q * P) Q, ← Matrix.mul_assoc, hq]
    exact Matrix.trace_mul_comm _ _
  calc trace Q - trace (P * Q) = trace ((Q - P * Q)ᴴ * (Q - P * Q)) := by
        rw [hX, Matrix.trace_sub, ht]
    _ = _ := by
        push_cast
        refine Finset.sum_comm.trans ?_
        exact Finset.sum_congr rfl fun i _ => Finset.sum_congr rfl fun j _ =>
          Complex.conj_mul' _
```

Since `ω` takes complex values, the bound is stated as a vanishing imaginary part and an inequality between real parts.

```lean
/-- The mean squared spin is real and at least `m (m + 1)`. -/
theorem mean_spinSq_ge (h : IsCAR c) (hω : IsUHFState c ω) :
    (ω (spinSq c)).im = 0 ∧
      (spinM c ω).re * ((spinM c ω).re + 1) ≤ (ω (spinSq c)).re := by
  have r : ∀ σ, (trace (density c ω σ)).im = 0 := by
    intro σ
    have := Matrix.trace_conjTranspose (density c ω σ)
    rw [(hω.herm σ).eq] at this
    exact Complex.conj_eq_iff_im.mp this.symm
  have hm : (spinM c ω).im = 0 := by simp [spinM, r]
  have hn : 0 ≤ ∑ i, ∑ j,
      ‖(density c ω false - density c ω true * density c ω false) i j‖ ^ 2 :=
    Finset.sum_nonneg fun i _ => Finset.sum_nonneg fun j _ => sq_nonneg _
  rw [contamination_eq h hω]
  constructor
  · simp only [Complex.add_im, Complex.mul_im, Complex.one_im, Complex.ofReal_im, hm]
    ring
  · simp only [Complex.add_re, Complex.mul_re, Complex.add_im, Complex.one_re, Complex.one_im,
      Complex.ofReal_re, hm]
    linarith
```

For equality, a vanishing sum of nonnegative terms forces every entry of \(Q-PQ\) to vanish.

```lean
/-- The mean squared spin equals `m (m + 1)` exactly when `P Q = Q`. -/
theorem mean_spinSq_eq_iff (h : IsCAR c) (hω : IsUHFState c ω) :
    ω (spinSq c) = spinM c ω * (spinM c ω + 1) ↔
      density c ω true * density c ω false = density c ω false := by
  constructor
  · intro e
    rw [contamination_eq h hω] at e
    have s := Complex.ofReal_eq_zero.mp (add_eq_left.mp e)
    ext i j
    have hi := (Finset.sum_eq_zero_iff_of_nonneg
      (fun i _ => Finset.sum_nonneg fun j _ => sq_nonneg _)).mp s i (Finset.mem_univ i)
    have hj := (Finset.sum_eq_zero_iff_of_nonneg
      (fun j _ => sq_nonneg _)).mp hi j (Finset.mem_univ j)
    have hz := norm_eq_zero.mp ((pow_eq_zero_iff two_ne_zero).mp hj)
    rw [Matrix.sub_apply, sub_eq_zero] at hz
    exact hz.symm
  · intro e
    rw [mean_spinSq h hω, e]
    ring
```

## One down electron in one orbital

Explicit matrices on the four-dimensional Fock space show that the hypotheses are consistent. The minus sign in the down annihilator makes it anticommute with the up one.

```lean
/-- Annihilators of one orbital with two spins, in the basis empty, up, down, doubly occupied. -/
def fockMode (p : Unit × Bool) : Matrix (Fin 4) (Fin 4) ℂ :=
  if p.2 then !![0, 1, 0, 0; 0, 0, 0, 0; 0, 0, 0, 1; 0, 0, 0, 0]
  else !![0, 0, 1, 0; 0, 0, 0, -1; 0, 0, 0, 0; 0, 0, 0, 0]

/-- The expectation value in the state with one down electron. -/
def downState : Matrix (Fin 4) (Fin 4) ℂ →ₗ[ℂ] ℂ where
  toFun M := M 2 2
  map_add' _ _ := rfl
  map_smul' _ _ := rfl
```

Both proofs compare matrix entries over all spin cases.

```lean
set_option maxHeartbeats 400000 in
/-- The one-orbital annihilators satisfy the canonical anticommutation relations. -/
theorem fockMode_witness : IsCAR fockMode := by
  -- the creators as explicit matrices
  have st : ∀ (u : Unit) (σ : Bool), star (fockMode (u, σ)) =
      if σ then !![0, 0, 0, 0; 1, 0, 0, 0; 0, 0, 0, 0; 0, 0, 1, 0]
      else !![0, 0, 0, 0; 0, 0, 0, 0; 1, 0, 0, 0; 0, -1, 0, 0] := by
    intro u σ
    cases σ <;> ext i j <;> fin_cases i <;> fin_cases j <;>
      simp [fockMode, Matrix.star_apply]
  constructor
  · rintro ⟨u, σ⟩ ⟨v, τ⟩
    cases σ <;> cases τ <;> ext i j <;> fin_cases i <;> fin_cases j <;> simp [fockMode]
  · rintro ⟨u, σ⟩ ⟨v, τ⟩
    simp only [st]
    cases σ <;> cases τ <;> ext i j <;> fin_cases i <;> fin_cases j <;> simp [fockMode]

set_option maxHeartbeats 400000 in
/-- The one-orbital annihilators and the state with one down electron meet all the hypotheses. -/
theorem uhf_witness : IsCAR fockMode ∧ IsUHFState fockMode downState := by
  have ev : ∀ M, downState M = M 2 2 := fun _ => rfl
  -- the four one-body operators as explicit matrices
  have hop : ∀ (u v : Unit) (σ τ : Bool), star (fockMode (u, σ)) * fockMode (v, τ) =
      if σ then
        (if τ then !![0, 0, 0, 0; 0, 1, 0, 0; 0, 0, 0, 0; 0, 0, 0, 1]
          else !![0, 0, 0, 0; 0, 0, 1, 0; 0, 0, 0, 0; 0, 0, 0, 0])
      else
        (if τ then !![0, 0, 0, 0; 0, 0, 0, 0; 0, 1, 0, 0; 0, 0, 0, 0]
          else !![0, 0, 0, 0; 0, 0, 0, 0; 0, 0, 1, 0; 0, 0, 0, 1]) := by
    intro u v σ τ
    cases σ <;> cases τ <;> ext i j <;> fin_cases i <;> fin_cases j <;>
      simp [fockMode, Matrix.mul_apply, Fin.sum_univ_four, Matrix.star_apply]
  refine ⟨fockMode_witness, ⟨?_, ?_, ?_, ?_, ?_⟩⟩
  · simp [ev]
  · rintro ⟨u, σ⟩ ⟨v, τ⟩ ⟨w, μ⟩ ⟨x, ν⟩
    simp only [hop, ev]
    cases σ <;> cases τ <;> cases μ <;> cases ν <;>
      simp [fockMode, Matrix.mul_apply, Fin.sum_univ_four, Matrix.star_apply]
  · intro i j σ τ
    cases σ <;> cases τ <;> simp [hop, ev]
  · intro σ
    refine Matrix.IsHermitian.ext fun i j => ?_
    cases σ <;> simp [density, hop, ev]
  · intro σ
    ext i j
    cases σ <;> simp [density, Matrix.mul_apply, hop, ev]

end

end SpinContamination
```

In this state \(P=0\), \(Q=1\) and \(m=-\frac12\), so the formula gives \(\langle S^2\rangle=-\frac14+1=\frac34\), the value for a pure doublet. The excess of 1 is therefore not contamination: that reading needs \(m\ge0\), which is arranged by calling the majority spin up.

```lean
#print axioms SpinContamination.mean_spinSq
#print axioms SpinContamination.mean_spinSq_ge
#print axioms SpinContamination.mean_spinSq_eq_iff
```

```
'SpinContamination.mean_spinSq' depends on axioms: [propext, Classical.choice, Quot.sound]
'SpinContamination.mean_spinSq_ge' depends on axioms: [propext, Classical.choice, Quot.sound]
'SpinContamination.mean_spinSq_eq_iff' depends on axioms: [propext, Classical.choice, Quot.sound]
```
